# For a cubic energy curve, the Hubbard U that best restores the chord over [0,1] is the curvature at half filling

A Hubbard correction fitted to the curvature at the wrong occupation can leave most of the curvature error in place. Let \(E(x)=a+bx+cx^2+dx^3\) be the energy at fractional occupation \(x\) between 0 and 1, with \(d\neq0\), and add the term \((U/2)\,x(1-x)\) to straighten it. If \(U\) is set to the curvature at the empty end, \(E''(0)=2c\), the integrated squared deviation from the straight line between the endpoints is 64 times as large as it need be. The curvature at half filling, \(x=1/2\), gives the smallest possible value, \(d^2/840\), and no choice of \(U\) removes that remainder.

This is a simplified model of the curvature correction in DFT+U: the energy curve is fixed and only the strength of the added term is adjusted. Within the model, the result says which local curvature to use for a cubic curve and how much deviation from the chord stays behind. It rests on the shape of the correction, the equal weighting of occupations, and the cubic form of the curve. A unique best \(U\) also exists for every continuous curve, but it need not be the midpoint curvature.

## The correction has one fixed shape, and all occupations count equally

```lean
import Mathlib

open MeasureTheory

namespace HubbardCurvatureFit

noncomputable section
```

The exact ground-state energy is linear in the total electron number between neighbouring integers. In this model \(x\) is the only fractional occupation, so it also measures the added fraction of an electron. The reference is therefore the chord

\[
L(x)=(1-x)E(0)+xE(1).
\]

```lean
/-- The straight line joining the energies at occupations 0 and 1. -/
def chord (E : ℝ → ℝ) (x : ℝ) : ℝ := (1 - x) * E 0 + x * E 1
```

The correction adds a multiple of the profile \(p(x)=x(1-x)\). It vanishes at both integers, so the endpoint energies are left alone, along with any error they contain. Its second derivative is \(-U\), so a positive \(U\) counteracts the convex curvature typical of semilocal functionals. The definition allows either sign of \(U\).

```lean
/-- The energy at occupation `x` with the Hubbard term `(U/2) x (1 - x)` added. -/
def corrected (E : ℝ → ℝ) (U x : ℝ) : ℝ := E x + U / 2 * (x * (1 - x))
```

The curvature error is the integral of the squared deviation, with every occupation weighted equally:

\[
R(U)=\int_0^1\bigl(E(x)+\tfrac U2p(x)-L(x)\bigr)^2dx .
\]

```lean
/-- The squared deviation of the corrected energy from the chord, integrated over
occupations between 0 and 1. -/
def curvatureError (E : ℝ → ℝ) (U : ℝ) : ℝ :=
  ∫ x in (0 : ℝ)..1, (corrected E U x - chord E x) ^ 2
```

In Lean, `E` is a function from the reals to the reals, and `curvatureError` uses only its values on \([0,1]\). Occupation is dimensionless, so \(U\) and the polynomial coefficients are energies and \(R\) is an energy squared. The curve is given in advance: orbitals and occupations do not respond to the added term, and there is a single fractional level.

The candidate for the best \(U\) is proportional to the overlap of the profile with the depth of the energy below its chord:

\[
U_*=60\int_0^1p(x)\bigl(L(x)-E(x)\bigr)dx .
\]

```lean
/-- Sixty times the overlap of the Hubbard profile `x (1 - x)` with the deviation of the
energy below its chord. -/
def fittedU (E : ℝ → ℝ) : ℝ :=
  60 * ∫ x in (0 : ℝ)..1, x * (1 - x) * (chord E x - E x)
```

The name `fittedU` is only a definition at this point; that it minimises the error is proved below. The last definition is the cubic curve itself.

```lean
/-- A cubic energy curve in the occupation `x`. -/
def cubic (a b c d x : ℝ) : ℝ := a + b * x + c * x ^ 2 + d * x ^ 3
```

The derivation by hand uses the fixed profile through three moments. Since \(p^2=x^2-2x^3+x^4\),

\[
\int_0^1p^2\,dx=\tfrac13-\tfrac12+\tfrac15=\tfrac1{30},\qquad
\int_0^1p^2x\,dx=\tfrac14-\tfrac25+\tfrac16=\tfrac1{60},
\]
\[
\int_0^1p^2x^2\,dx=\tfrac15-\tfrac13+\tfrac17=\tfrac1{105}.
\]

The first lemma combines them for an arbitrary quadratic \(\alpha+\beta x+\gamma x^2\). It writes down an antiderivative, checks its derivative term by term, and evaluates it at the two limits with the fundamental theorem of calculus.

```lean
/-- The integral over [0,1] of the squared Hubbard profile times a quadratic polynomial. -/
theorem profile_moments (α β γ : ℝ) :
    ∫ x in (0 : ℝ)..1, (x * (1 - x)) ^ 2 * (α + β * x + γ * x ^ 2)
      = α / 30 + β / 60 + γ / 105 := by
  -- an explicit antiderivative
  have h : ∀ x : ℝ, HasDerivAt
      (fun y : ℝ => α / 3 * y ^ 3 + (β - 2 * α) / 4 * y ^ 4 + (γ - 2 * β + α) / 5 * y ^ 5
        + (β - 2 * γ) / 6 * y ^ 6 + γ / 7 * y ^ 7)
      ((x * (1 - x)) ^ 2 * (α + β * x + γ * x ^ 2)) x := by
    intro x
    have hk (q : ℝ) (n : ℕ) :
        HasDerivAt (fun y : ℝ => q * y ^ n) (q * (n * x ^ (n - 1))) x :=
      (hasDerivAt_pow n x).const_mul q
    refine (((((hk _ 3).fun_add (hk _ 4)).fun_add (hk _ 5)).fun_add (hk _ 6)).fun_add
      (hk _ 7)).congr_deriv ?_
    simp only [Nat.cast_ofNat, Nat.reduceSub]
    ring
  rw [intervalIntegral.integral_eq_sub_of_hasDerivAt (fun x _ => h x)
    (Continuous.intervalIntegrable (by fun_prop) 0 1)]
  ring
```

With a different weighting of occupations, these numbers generally change. For a cubic, a weight symmetric about \(x=1/2\) would still select the midpoint curvature, whereas a weight favouring one end would in general select the curvature elsewhere.

## The energy is continuous from one integer to the next

Physically, continuity means that the energy does not jump as a fraction of an electron is added. Kinks are allowed, and no derivative of \(E\) is needed for the general result. The condition is `ContinuousOn E (Set.Icc 0 1)`, which includes both endpoints.

By hand, continuity is what permits the integral to be split. The deviation of the corrected energy from the chord is \((E-L)+\tfrac U2p\), and its square is

\[
(E-L)^2-U\,p\,(L-E)+\tfrac{U^2}{4}p^2 .
\]

Each term is continuous, hence integrable. Integrating them separately, with \(\int_0^1p^2dx=1/30\) and the definition of \(U_*\), gives

\[
R(U)=\int_0^1(E-L)^2dx-\frac{U\,U_*}{60}+\frac{U^2}{120}.
\]

The proof follows the same route. The facts `h1`, `h2` and `h3` establish integrability of the three terms, and the first two of them use the continuity of `E`. The step `hsq` expands the square under the integral. The integral is then split, constants are taken outside, and `hw` supplies the moment \(1/30\).

```lean
/-- For an energy continuous on [0,1], the curvature error is a quadratic polynomial in `U`,
with the fitted `U` in its linear coefficient. -/
theorem curvatureError_expand {E : ℝ → ℝ} (hE : ContinuousOn E (Set.Icc 0 1)) (U : ℝ) :
    curvatureError E U = (∫ x in (0 : ℝ)..1, (E x - chord E x) ^ 2)
      - U / 60 * fittedU E + U ^ 2 / 120 := by
  have hc : ContinuousOn (chord E) (Set.Icc 0 1) := by
    unfold chord
    fun_prop
  have hp : ContinuousOn (fun x : ℝ => x * (1 - x)) (Set.Icc 0 1) := by fun_prop
  have h1 : IntervalIntegrable (fun x => (E x - chord E x) ^ 2) volume 0 1 :=
    ((hE.sub hc).pow 2).intervalIntegrable_of_Icc zero_le_one
  have h2 : IntervalIntegrable (fun x => U * (x * (1 - x) * (chord E x - E x))) volume 0 1 :=
    ((hp.mul (hc.sub hE)).intervalIntegrable_of_Icc zero_le_one).const_mul U
  have h12 : IntervalIntegrable (fun x => (E x - chord E x) ^ 2
      - U * (x * (1 - x) * (chord E x - E x))) volume 0 1 := h1.sub h2
  have h3 : IntervalIntegrable (fun x : ℝ => U ^ 2 / 4 * (x * (1 - x)) ^ 2) volume 0 1 :=
    Continuous.intervalIntegrable (by fun_prop) 0 1
  have hw : ∫ x in (0 : ℝ)..1, (x * (1 - x)) ^ 2 = 1 / 30 := by
    simpa only [zero_mul, add_zero, mul_one, zero_div] using profile_moments 1 0 0
  -- expand the square under the integral
  have hsq : curvatureError E U = ∫ x in (0 : ℝ)..1, ((E x - chord E x) ^ 2
      - U * (x * (1 - x) * (chord E x - E x)) + U ^ 2 / 4 * (x * (1 - x)) ^ 2) := by
    unfold curvatureError
    refine intervalIntegral.integral_congr (fun x _ => ?_)
    simp only [corrected]
    ring
  rw [hsq, intervalIntegral.integral_add h12 h3, intervalIntegral.integral_sub h1 h2,
    intervalIntegral.integral_const_mul, intervalIntegral.integral_const_mul, hw]
  unfold fittedU
  ring
```

Completing the square turns this parabola into

\[
R(U)=R(U_*)+\frac{(U-U_*)^2}{120}.
\]

The second term is positive unless \(U=U_*\), so \(U_*\) is the unique minimiser for every continuous energy curve. In Lean, the expansion is applied once at `U` and once at `fittedU E`, and `ring` checks the remaining algebra.

```lean
/-- For any energy continuous on [0,1], using `U` in place of the fitted value raises the
curvature error by the squared difference of the two divided by 120. -/
theorem curvatureError_eq_add_sq {E : ℝ → ℝ} (hE : ContinuousOn E (Set.Icc 0 1)) (U : ℝ) :
    curvatureError E U = curvatureError E (fittedU E) + (U - fittedU E) ^ 2 / 120 := by
  rw [curvatureError_expand hE U, curvatureError_expand hE (fittedU E)]
  ring
```

Continuity is more than the argument strictly requires, since a bounded curve with a single jump would also pass. Some integrability condition is needed, however. Take \(E(0)=0\) and \(E(x)=x^{-1/2}\) for \(x>0\): the squared deviation then has a divergent integral for every \(U\), to which Lean assigns the value zero, and the parabola formula fails.

## The energy is a cubic in the occupation

A quadratic curve has the same curvature at every occupation, and one value of \(U\) straightens it completely. The cubic coefficient \(d\) lets the curvature vary linearly with filling, as when the first half of an electron meets a different effective self-interaction from the second half. The cubic is a model assumption about \(E\), and is not derived from any functional. Its four coefficients may be any real numbers.

The slope and curvature are

\[
E'(x)=b+2cx+3dx^2,\qquad E''(x)=2c+6dx,
\]

so \(E''(1/2)=2c+3d\). The slope formula is the next lemma.

```lean
/-- The slope of a cubic energy curve at occupation `x`. -/
theorem hasDerivAt_cubic (a b c d x : ℝ) :
    HasDerivAt (cubic a b c d) (b + 2 * c * x + 3 * d * x ^ 2) x := by
  have h := ((((hasDerivAt_id' x).const_mul b).const_add a).fun_add
    ((hasDerivAt_pow 2 x).const_mul c)).fun_add ((hasDerivAt_pow 3 x).const_mul d)
  refine h.congr_deriv ?_
  simp only [Nat.cast_ofNat, Nat.reduceSub]
  ring
```

The second derivative is computed for a slightly larger family, with a quartic term \(e\,x^4\) added; here \(e\) is a real coefficient, not the electron charge. The first derivative of that curve is again a cubic, with coefficients \(b,2c,3d,4e\). The slope lemma can therefore be applied a second time, giving \(2c+3d+3e\) at the midpoint.

```lean
/-- The second derivative at half filling of a cubic energy curve with an added quartic term
`e x ^ 4`. -/
theorem midpoint_curvature (a b c d e : ℝ) :
    deriv (deriv (fun x => cubic a b c d x + e * x ^ 4)) (1 / 2) = 2 * c + 3 * d + 3 * e := by
  -- the first derivative is again a cubic
  have h1 : deriv (fun x => cubic a b c d x + e * x ^ 4)
      = cubic b (2 * c) (3 * d) (4 * e) := by
    funext x
    have h := (hasDerivAt_cubic a b c d x).fun_add ((hasDerivAt_pow 4 x).const_mul e)
    rw [h.deriv]
    simp only [cubic, Nat.cast_ofNat, Nat.reduceSub]
    ring
  rw [h1, (hasDerivAt_cubic _ _ _ _ _).deriv]
  ring
```

The cubic form enters the error through a factorisation. The constant and linear parts of \(E\) agree with their own chord and drop out. For the other two powers,

\[
x^2-x=-p(x),\qquad x^3-x=-p(x)(1+x).
\]

The corrected energy therefore deviates from the chord by

\[
p(x)\,(k-dx),\qquad k=\tfrac U2-c-d .
\]

Squaring and inserting the three moments gives

\[
R(U)=\frac{k^2}{30}-\frac{2kd}{60}+\frac{d^2}{105}
=\frac{(k-d/2)^2}{30}+d^2\Bigl(\frac1{105}-\frac1{120}\Bigr).
\]

The last bracket is \(1/840\), and \(k-d/2=\tfrac12\bigl(U-(2c+3d)\bigr)\). Hence

\[
R(U)=\frac{d^2}{840}+\frac{\bigl(U-(2c+3d)\bigr)^2}{120}.
\]

The proof makes the factorisation explicit in `h`, where the quadratic multiplying \(p^2\) is the expanded form of \((k-dx)^2\). It then applies `profile_moments` and leaves the completion of the square to `ring`.

```lean
/-- The curvature error of a cubic energy curve for every value of `U`. -/
theorem curvatureError_cubic (a b c d U : ℝ) :
    curvatureError (cubic a b c d) U
      = d ^ 2 / 840 + (U - (2 * c + 3 * d)) ^ 2 / 120 := by
  -- the deviation from the chord contains the Hubbard profile as a factor
  have h : curvatureError (cubic a b c d) U = ∫ x in (0 : ℝ)..1, (x * (1 - x)) ^ 2 *
      ((U / 2 - c - d) ^ 2 + (-2 * (U / 2 - c - d) * d) * x + d ^ 2 * x ^ 2) := by
    unfold curvatureError
    refine intervalIntegral.integral_congr (fun x _ => ?_)
    simp only [corrected, chord, cubic]
    ring
  rw [h, profile_moments]
  ring
```

This formula also yields the factor in the opening example. At \(U=2c\) the second term is \(9d^2/120=63d^2/840\), which makes the total \(64d^2/840\).

## Any other U is strictly worse

The condition `U ≠ 2 * c + 3 * d` describes a correction whose strength differs from the midpoint curvature, whether too weak or too strong. By hand, it makes the square \((U-(2c+3d))^2\) positive. In the proof, `sq_pos_of_ne_zero` does the same, and `linarith` turns that positivity into the strict inequality. Without the condition the inequality is only weak, with equality at \(U=2c+3d\).

The main theorem has three parts: the second derivative at half filling is \(2c+3d\), this value of \(U\) gives the error \(d^2/840\), and every other real \(U\) gives a larger one. The first part is `midpoint_curvature` with the quartic coefficient set to zero; the other two follow from the error formula.

```lean
/-- For a cubic energy curve the second derivative at half filling is `2c + 3d`; this value of
`U` gives the curvature error `d ^ 2 / 840`, and every other `U` gives a larger one. -/
theorem cubic_optimal_U (a b c d : ℝ) :
    deriv (deriv (cubic a b c d)) (1 / 2) = 2 * c + 3 * d ∧
    curvatureError (cubic a b c d) (2 * c + 3 * d) = d ^ 2 / 840 ∧
    ∀ U, U ≠ 2 * c + 3 * d → d ^ 2 / 840 < curvatureError (cubic a b c d) U := by
  refine ⟨?_, ?_, fun U hU => ?_⟩
  · have h := midpoint_curvature a b c d 0
    simp only [zero_mul, mul_zero, add_zero] at h
    exact h
  · rw [curvatureError_cubic]
    ring
  · rw [curvatureError_cubic]
    have hpos : 0 < (U - (2 * c + 3 * d)) ^ 2 := sq_pos_of_ne_zero (sub_ne_zero.mpr hU)
    linarith
```

The interval has unit length, so the smallest root-mean-square deviation is \(|d|/\sqrt{840}\), or about \(|d|/29\). It vanishes exactly when \(d=0\), and the corrected energy then coincides with its chord.

## A quartic term separates the two values

Suppose the curvature itself bends with filling, so that \(E\) contains \(e\,x^4\). The general result for continuous energies still applies, and \(U_*\) is still the best value, but it no longer equals the midpoint curvature when \(e\neq0\).

The extra power factorises as \(x^4-x=-p(x)(1+x+x^2)\), so that

\[
L-E=p(x)\bigl[(c+d+e)+(d+e)x+e\,x^2\bigr].
\]

One more factor of \(p\) comes from the definition of \(U_*\), and the same moments give

\[
U_*=60\Bigl[\frac{c+d+e}{30}+\frac{d+e}{60}+\frac{e}{105}\Bigr]
=2c+3d+3e+\frac{4e}{7}.
\]

The midpoint curvature is \(2c+3d+3e\), which leaves a shift of exactly \(4e/7\). The proof rewrites the integrand of `fittedU` in this factorised form, then applies `profile_moments` and `midpoint_curvature`.

```lean
/-- With a quartic term `e x ^ 4` in the energy, the fitted `U` differs from the second
derivative at half filling by `4e/7`. -/
theorem quartic_shift (a b c d e : ℝ) :
    fittedU (fun x => cubic a b c d x + e * x ^ 4)
      = deriv (deriv (fun x => cubic a b c d x + e * x ^ 4)) (1 / 2) + 4 * e / 7 := by
  have h : fittedU (fun x => cubic a b c d x + e * x ^ 4) = 60 * ∫ x in (0 : ℝ)..1,
      (x * (1 - x)) ^ 2 * ((c + d + e) + (d + e) * x + e * x ^ 2) := by
    unfold fittedU
    congr 1
    refine intervalIntegral.integral_congr (fun x _ => ?_)
    simp only [chord, cubic]
    ring
  rw [h, profile_moments, midpoint_curvature]
  ring

end

end HubbardCurvatureFit
```

By the parabola formula, using the midpoint curvature on a quartic curve raises the error above its minimum by \((4e/7)^2/120=2e^2/735\). The midpoint rule therefore gives an error close to the minimum when \(|e|\) is small compared with \(|d|\).

```lean
#print axioms HubbardCurvatureFit.curvatureError_eq_add_sq
#print axioms HubbardCurvatureFit.cubic_optimal_U
#print axioms HubbardCurvatureFit.quartic_shift
```

```
'HubbardCurvatureFit.curvatureError_eq_add_sq' depends on axioms: [propext, Classical.choice, Quot.sound]
'HubbardCurvatureFit.cubic_optimal_U' depends on axioms: [propext, Classical.choice, Quot.sound]
'HubbardCurvatureFit.quartic_shift' depends on axioms: [propext, Classical.choice, Quot.sound]
```
